# A bound on the PAW exchange-correlation energy change when the smooth core is replaced

Replace the smooth core density in a projector augmented-wave (PAW) dataset, and the exchange-correlation energy usually shifts. Without an estimate of the shift that the method itself allows, it is hard to tell an incomplete partial-wave expansion from a coding error, such as a core added to one smooth term and left out of the other. The bound below supplies that estimate on a finite grid, with the valence densities held fixed, for a local energy density whose derivative is Lipschitz over the densities that occur.

## The energy and the bound

Let $x$ run over the grid points of an augmentation sphere, with quadrature weights $w_x\ge 0$. Let $n$ be the smooth valence density, $m$ its partial-wave expansion, $c$ the smooth core and $f$ the exchange-correlation energy per volume. The energy is

$$E[c]=\sum_x w_x f(n_x+c_x)-\sum_x w_x f(m_x+c_x)+E_{\rm AE},$$

where the all-electron term $E_{\rm AE}$ contains the true core and does not depend on $c$. Suppose that $f'$ is $K$-Lipschitz on an interval $S$ containing all the total densities $n_x+c_x$, $m_x+c_x$, $n_x+d_x$ and $m_x+d_x$. Then replacing $c$ by $d$ gives

$$|E[c]-E[d]|\le K\sum_x w_x\,|n_x-m_x|\,|c_x-d_x| .$$

The change vanishes when $m=n$. Physically, $K$ limits how fast the exchange-correlation potential $f'$ varies with density.

## Where a code adds the smooth core

A PAW code with a smooth core correction adds that core to the valence density before evaluating exchange and correlation, once for the smooth energy and once for the one-centre smooth energy that is subtracted. The cancellation relies on both calls receiving the same core.

To test this, freeze $n$ and $m$, evaluate the energy with two smooth cores, and compare the size of the difference with the bound above, which is $K$ times the weighted sum. In production the two terms often live on different grids, which adds a quadrature error that the bound does not include.

## From one grid point to the sum

Subtracting $E[d]$ from $E[c]$ removes $E_{\rm AE}$ and leaves, at each point, $w_x$ times the double difference

$$[f(n+c)-f(m+c)]-[f(n+d)-f(m+d)]=g(n)-g(m),\qquad g(t)=f(t+c)-f(t+d),$$

with the index $x$ suppressed. For $t$ between $m$ and $n$, both $t+c$ and $t+d$ lie in $S$, so

$$|g'(t)|=|f'(t+c)-f'(t+d)|\le K|c-d| .$$

The mean value inequality gives $|g(n)-g(m)|\le K|n-m||c-d|$. Multiplying by $w_x$, summing and using the triangle inequality gives the bound.

For $f(\rho)=K\rho^2/2$ the double difference is

$$\tfrac K2(n-m)\big[(n+m+2c)-(n+m+2d)\big]=K(n-m)(c-d).$$

With $K\ge0$, the bound is therefore attained whenever these products have the same sign at all points.

If $f$ is differentiable everywhere, the chain rule gives the linear response to a core variation $u$:

$$\sum_x w_x\,[f'(n_x+c_x)-f'(m_x+c_x)]\,u_x .$$

Suppose $E$ is the same for every smooth core. Taking $c=0$ and $u$ equal to one at a single point $x$ gives $w_x[f'(n_x)-f'(m_x)]=0$. With $w_x>0$ and $f'$ one-to-one, $m_x=n_x$. Conversely, if $m=n$, the two smooth terms cancel for every core.

For Dirac exchange, $f=-C\rho^{4/3}$ with $C\ge0$, we have $f'=-\tfrac43C\rho^{1/3}$ and $|f''|=\tfrac49C\rho^{-2/3}$. If all total densities are at least $\rho_0>0$, then $|f''|$ is at most its value at $\rho_0$, so $K=\tfrac49C\rho_0^{-2/3}$ serves. For $C>0$ this constant grows without limit as $\rho_0\to0$.

## One grid point with Dirac exchange

Take $w=C=1$, $n=0.6$, $m=0.5$, $c=0.5$ and $d=0.4$. The total densities are $1.1$, $1.0$, $1.0$ and $0.9$, so

$$E[c]-E[d]=-(1.1^{4/3}-2+0.9^{4/3})\approx-0.00445 .$$

With $\rho_0=0.9$, $K\approx0.477$ and the bound is $0.00477$. If the core were missing from the subtracted term, the change would be $f(1.1)-f(1.0)\approx-0.136$, far outside the bound.

## The Lean file

```lean
import Mathlib

open Finset

namespace PAWSmoothCore

noncomputable section

variable {ι κ : Type*} [Fintype ι] [Fintype κ]

/-- Local exchange-correlation energy of the density `ρ` on a grid with quadrature weights `w`
and energy density `f`. -/
def xcEnergy (w : ι → ℝ) (f : ℝ → ℝ) (ρ : ι → ℝ) : ℝ := ∑ x, w x * f (ρ x)

/-- PAW exchange-correlation energy: the smooth valence density `n` with smooth core `c`, minus
the partial-wave expansion `m` with the same core, plus the term of the all-electron density `N`
on its own grid with weights `v`. -/
def pawXC (v : κ → ℝ) (w : ι → ℝ) (f : ℝ → ℝ) (N : κ → ℝ) (n m c : ι → ℝ) : ℝ :=
  xcEnergy w f (n + c) - xcEnergy w f (m + c) + xcEnergy v f N

/-- The change of the PAW energy on replacing the smooth core `c` by `d` is a weighted sum of
double differences of the energy density; the all-electron term drops out. -/
theorem pawXC_sub (v : κ → ℝ) (w : ι → ℝ) (f : ℝ → ℝ) (N : κ → ℝ) (n m c d : ι → ℝ) :
    pawXC v w f N n m c - pawXC v w f N n m d =
      ∑ x, w x * ((f (n x + c x) - f (m x + c x)) - (f (n x + d x) - f (m x + d x))) := by
  simp only [pawXC, xcEnergy, Pi.add_apply, mul_sub, Finset.sum_sub_distrib]
  ring

/-- At one grid point, if the energy density has a `K`-Lipschitz derivative on an interval `S`
containing the four total densities, its double difference is at most `K |n - m| |c - d|`. -/
theorem double_difference_le {f f' : ℝ → ℝ} {S : Set ℝ} {K : ℝ} (hS : S.OrdConnected)
    (hf : ∀ a ∈ S, HasDerivAt f (f' a) a)
    (hK : ∀ a ∈ S, ∀ b ∈ S, |f' a - f' b| ≤ K * |a - b|) {n m c d : ℝ}
    (hnc : n + c ∈ S) (hmc : m + c ∈ S) (hnd : n + d ∈ S) (hmd : m + d ∈ S) :
    |(f (n + c) - f (m + c)) - (f (n + d) - f (m + d))| ≤ K * |n - m| * |c - d| := by
  -- a valence density between `m` and `n` keeps the total density inside `S`
  have hin : ∀ e, n + e ∈ S → m + e ∈ S → ∀ t ∈ Set.uIcc m n, t + e ∈ S := by
    intro e hn hm t ht
    apply hS.uIcc_subset hm hn
    rw [Set.mem_uIcc] at ht ⊢
    rcases ht with ⟨h1, h2⟩ | ⟨h1, h2⟩
    · left; constructor <;> linarith
    · right; constructor <;> linarith
  -- mean value inequality for `t ↦ f (t + c) - f (t + d)`
  have h := Convex.norm_image_sub_le_of_norm_hasDerivWithin_le
    (f := fun t => f (t + c) - f (t + d)) (f' := fun t => f' (t + c) - f' (t + d))
    (C := K * |c - d|) (s := Set.uIcc m n) (x := m) (y := n)
    (fun t ht => ((HasDerivAt.comp_add_const t c (hf _ (hin c hnc hmc t ht))).fun_sub
      (HasDerivAt.comp_add_const t d (hf _ (hin d hnd hmd t ht)))).hasDerivWithinAt)
    (fun t ht => by
      have h1 := hK _ (hin c hnc hmc t ht) _ (hin d hnd hmd t ht)
      rw [add_sub_add_left_eq_sub] at h1
      exact h1)
    (convex_uIcc m n) Set.left_mem_uIcc Set.right_mem_uIcc
  simp only [Real.norm_eq_abs] at h
  calc |(f (n + c) - f (m + c)) - (f (n + d) - f (m + d))|
      = |(f (n + c) - f (n + d)) - (f (m + c) - f (m + d))| := by congr 1; ring
    _ ≤ K * |c - d| * |n - m| := h
    _ = K * |n - m| * |c - d| := by ring

/-- Replacing the smooth core `c` by `d` changes the PAW energy by at most
`K ∑ w |n - m| |c - d|`, for nonnegative weights and an energy density whose derivative is
`K`-Lipschitz on an interval containing all total smooth densities. -/
theorem smooth_core_change_le (v : κ → ℝ) {w : ι → ℝ} (hw : ∀ x, 0 ≤ w x) {f f' : ℝ → ℝ}
    {S : Set ℝ} {K : ℝ} (hS : S.OrdConnected) (hf : ∀ a ∈ S, HasDerivAt f (f' a) a)
    (hK : ∀ a ∈ S, ∀ b ∈ S, |f' a - f' b| ≤ K * |a - b|) (N : κ → ℝ) {n m c d : ι → ℝ}
    (hnc : ∀ x, n x + c x ∈ S) (hmc : ∀ x, m x + c x ∈ S)
    (hnd : ∀ x, n x + d x ∈ S) (hmd : ∀ x, m x + d x ∈ S) :
    |pawXC v w f N n m c - pawXC v w f N n m d| ≤
      K * ∑ x, w x * (|n x - m x| * |c x - d x|) := by
  rw [pawXC_sub, Finset.mul_sum]
  refine (Finset.abs_sum_le_sum_abs _ _).trans (Finset.sum_le_sum fun x _ => ?_)
  rw [abs_mul, abs_of_nonneg (hw x)]
  refine (mul_le_mul_of_nonneg_left
    (double_difference_le hS hf hK (hnc x) (hmc x) (hnd x) (hmd x)) (hw x)).trans_eq ?_
  ring

/-- For the quadratic energy density `K ρ² / 2` the change of the PAW energy is exactly
`K ∑ w (n - m) (c - d)`. -/
theorem quadratic_core_change (v : κ → ℝ) (w : ι → ℝ) (K : ℝ) (N : κ → ℝ)
    (n m c d : ι → ℝ) :
    pawXC v w (fun ρ => K / 2 * ρ ^ 2) N n m c - pawXC v w (fun ρ => K / 2 * ρ ^ 2) N n m d =
      K * ∑ x, w x * ((n x - m x) * (c x - d x)) := by
  rw [pawXC_sub, Finset.mul_sum]
  refine Finset.sum_congr rfl fun x _ => ?_
  ring

/-- Linear response to a variation `u` of the smooth core, for a differentiable energy density: the
difference of the potentials at `n + c` and `m + c`, times `u`, summed with the weights `w`. -/
theorem hasDerivAt_smooth_core (v : κ → ℝ) (w : ι → ℝ) {f f' : ℝ → ℝ}
    (hf : ∀ a, HasDerivAt f (f' a) a) (N : κ → ℝ) (n m c u : ι → ℝ) :
    HasDerivAt (fun t : ℝ => pawXC v w f N n m (c + t • u))
      (∑ x, w x * (f' (n x + c x) - f' (m x + c x)) * u x) 0 := by
  -- chain rule at every grid point
  have h : ∀ ρ : ι → ℝ, HasDerivAt (fun t : ℝ => xcEnergy w f (ρ + (c + t • u)))
      (∑ x, w x * (f' (ρ x + c x) * u x)) 0 := by
    intro ρ
    unfold xcEnergy
    refine HasDerivAt.fun_sum fun x _ => ?_
    have h1 : HasDerivAt (fun t : ℝ => ρ x + (c x + t * u x)) (u x) 0 :=
      ((((hasDerivAt_id (0 : ℝ)).mul_const (u x)).const_add (c x)).const_add (ρ x)).congr_deriv
        (one_mul _)
    have h2 : HasDerivAt f (f' (ρ x + c x)) (ρ x + (c x + 0 * u x)) := by
      rw [zero_mul, add_zero]
      exact hf _
    exact (HasDerivAt.comp (h₂ := f) (h := fun t : ℝ => ρ x + (c x + t * u x)) 0 h2 h1).const_mul
      (w x)
  refine (((h n).fun_sub (h m)).add_const (xcEnergy v f N)).congr_deriv ?_
  rw [← Finset.sum_sub_distrib]
  refine Finset.sum_congr rfl fun x _ => ?_
  ring

/-- For positive weights and a differentiable energy density with one-to-one derivative, the PAW
energy is the same for all smooth cores exactly when the partial-wave expansion `m` equals `n`. -/
theorem core_independent_iff (v : κ → ℝ) {w : ι → ℝ} (hw : ∀ x, 0 < w x) {f f' : ℝ → ℝ}
    (hf : ∀ a, HasDerivAt f (f' a) a) (hinj : Function.Injective f') (N : κ → ℝ)
    (n m : ι → ℝ) :
    (∀ c d, pawXC v w f N n m c = pawXC v w f N n m d) ↔ m = n := by
  classical
  constructor
  · intro h
    funext x
    -- vary the core at the single grid point `x`
    have hd := hasDerivAt_smooth_core v w hf N n m 0 (Pi.single x 1)
    have hc : (fun t : ℝ => pawXC v w f N n m (0 + t • Pi.single x 1)) =
        fun _ => pawXC v w f N n m 0 := funext fun t => h _ _
    rw [hc] at hd
    have h0 := hd.unique (hasDerivAt_const (0 : ℝ) _)
    simp only [Pi.single_apply, mul_ite, mul_one, mul_zero, Finset.sum_ite_eq',
      Finset.mem_univ, if_true, Pi.zero_apply, add_zero] at h0
    exact (hinj (sub_eq_zero.mp ((mul_eq_zero.mp h0).resolve_left (hw x).ne'))).symm
  · rintro rfl c d
    simp only [pawXC, sub_self]

/-- Dirac exchange `-C ρ^(4/3)` with `C ≥ 0` and nonnegative weights: if all total smooth densities
are at least `ρ₀ > 0`, the core-replacement bound holds with `K = (4/9) C / ρ₀^(2/3)`. -/
theorem dirac_exchange_core_change_le (v : κ → ℝ) {w : ι → ℝ} (hw : ∀ x, 0 ≤ w x)
    {C ρ₀ : ℝ} (hC : 0 ≤ C) (hρ : 0 < ρ₀) (N : κ → ℝ) {n m c d : ι → ℝ}
    (hnc : ∀ x, ρ₀ ≤ n x + c x) (hmc : ∀ x, ρ₀ ≤ m x + c x)
    (hnd : ∀ x, ρ₀ ≤ n x + d x) (hmd : ∀ x, ρ₀ ≤ m x + d x) :
    |pawXC v w (fun ρ => -C * ρ ^ (4 / 3 : ℝ)) N n m c -
        pawXC v w (fun ρ => -C * ρ ^ (4 / 3 : ℝ)) N n m d| ≤
      4 / 9 * C / ρ₀ ^ (2 / 3 : ℝ) * ∑ x, w x * (|n x - m x| * |c x - d x|) := by
  refine smooth_core_change_le v hw (S := Set.Ici ρ₀)
    (f' := fun ρ => -C * (4 / 3 * ρ ^ (1 / 3 : ℝ))) Set.ordConnected_Ici ?_ ?_ N hnc hmc hnd hmd
  · intro a ha
    have ha0 : 0 < a := lt_of_lt_of_le hρ ha
    have h := Real.hasDerivAt_rpow_const (x := a) (p := 4 / 3) (Or.inl ha0.ne')
    rw [show (4 / 3 : ℝ) - 1 = 1 / 3 by norm_num] at h
    exact h.const_mul (-C)
  · -- the second derivative is largest in size at the lowest density
    intro a ha b hb
    refine Convex.norm_image_sub_le_of_norm_hasDerivWithin_le
      (f := fun ρ : ℝ => -C * (4 / 3 * ρ ^ (1 / 3 : ℝ)))
      (f' := fun ρ : ℝ => -(4 / 9 * C / ρ ^ (2 / 3 : ℝ))) (s := Set.Ici ρ₀)
      ?_ ?_ (convex_Ici ρ₀) hb ha
    · intro t ht
      have ht0 : 0 < t := lt_of_lt_of_le hρ ht
      have h := Real.hasDerivAt_rpow_const (x := t) (p := 1 / 3) (Or.inl ht0.ne')
      rw [show (1 / 3 : ℝ) - 1 = -(2 / 3) by norm_num, Real.rpow_neg ht0.le] at h
      refine ((h.const_mul (4 / 3)).const_mul (-C)).hasDerivWithinAt.congr_deriv ?_
      ring
    · intro t ht
      have ht1 : ρ₀ ≤ t := ht
      have ht0 : 0 < t := lt_of_lt_of_le hρ ht1
      rw [norm_neg, Real.norm_of_nonneg (by positivity)]
      gcongr

end

end PAWSmoothCore
```

```lean
#print axioms PAWSmoothCore.smooth_core_change_le
-- 'PAWSmoothCore.smooth_core_change_le' depends on axioms: [propext, Classical.choice, Quot.sound]
#print axioms PAWSmoothCore.quadratic_core_change
-- 'PAWSmoothCore.quadratic_core_change' depends on axioms: [propext, Classical.choice, Quot.sound]
#print axioms PAWSmoothCore.core_independent_iff
-- 'PAWSmoothCore.core_independent_iff' depends on axioms: [propext, Classical.choice, Quot.sound]
#print axioms PAWSmoothCore.dirac_exchange_core_change_le
-- 'PAWSmoothCore.dirac_exchange_core_change_le' depends on axioms: [propext, Classical.choice, Quot.sound]
```

## What is proved, and for which model

The finite types `ι` and `κ` label the smooth and all-electron grids, with weights `w` and `v`. `xcEnergy` is the weighted sum, and `pawXC` is $E$, with `N` the all-electron density. The function `f'` is tied to `f` by `HasDerivAt`; `S.OrdConnected` says that `S` is an interval, and `hnc`, `hmc`, `hnd` and `hmd` place the four total densities in it.

`pawXC_sub` performs the subtraction. `double_difference_le` is the one-point estimate: its step `hin` keeps the intermediate densities in `S`, and Mathlib's mean value inequality is applied to $g$. `smooth_core_change_le` sums the result and is the main bound.

`quadratic_core_change` is the exact quadratic formula, and `hasDerivAt_smooth_core` the linear response. `core_independent_iff` varies the core at one point through `Pi.single x 1`. Its cores range over all real functions, negative values included, so it asks for a derivative of $f$ that exists and is one-to-one on the whole real line. Dirac exchange must therefore first be extended to negative densities, for example as $-C|\rho|^{4/3}$ with $C>0$. `dirac_exchange_core_change_le` takes `Set.Ici ρ₀` as the interval and applies the mean value inequality to $f'$ to obtain $K$.

The Lipschitz condition is a hypothesis in the general bound and is derived only for Dirac exchange. Both smooth terms share one grid and one set of weights. The energy density depends on a single density at each point, which excludes gradient corrections and spin polarisation. Electrostatic terms are absent, and $n$, $m$ and the all-electron density stay fixed: the bound covers a change of the auxiliary smooth core, not relaxation of the true core or the self-consistent response of the valence electrons.
